# For linearly polarisable sites, the induced dipoles fix the derivative of the polarisation energy in the density matrix

A: A molecule with density matrix $D$ sits among polarisable sites whose dipoles adjust to its field. Let $m$ collect the dipole components and let $F_k(D)=f_k+\mathrm{tr}(DW_k)$ be the field components at the sites, with $f_k$ a fixed part and $W_k$ the matrix of the electrons' field. If the real matrix $A$ is symmetric positive definite, then

$$E(D)=\min_m\left[\tfrac12\,m\cdot Am-m\cdot F(D)\right]=-\tfrac12\,F(D)\cdot A^{-1}F(D),$$

and the derivative of $E$ at $D$ along a density change $X$ is $\mathrm{tr}(XV)$, where $V=-\sum_k m_kW_k$ and $m=A^{-1}F(D)$. In polarisable embedding with fixed sites and dipoles that are linear in the field, $V$ is the contribution of the induced dipoles to the Fock or Kohn–Sham matrix. Permanent charges in the environment also act on the electrons directly, and that contribution is added separately.

Q: What is in $A$, and why should it be positive definite?

A: Its diagonal blocks are inverse polarisabilities, the cost of creating a dipole. Its off-diagonal blocks are the couplings between dipoles. Positive definiteness says that every nonzero set of dipoles costs energy when no field is applied, so the environment is stable against polarising itself. If some set of dipoles had $m\cdot Am<0$, scaling it up would lower the energy without limit. Undamped point dipoles placed too close together can do this.

Q: Derive the minimum without skipping steps.

A: Put $m_*=A^{-1}F$, so that $Am_*=F$. Since $A$ is symmetric, $m_*\cdot Am=m\cdot Am_*=m\cdot F$. Therefore

$$(m-m_*)\cdot A(m-m_*)=m\cdot Am-2\,m\cdot F+F\cdot A^{-1}F.$$

Halve this and rearrange:

$$\tfrac12\,m\cdot Am-m\cdot F=-\tfrac12\,F\cdot A^{-1}F+\tfrac12\,(m-m_*)\cdot A(m-m_*).$$

The last term is zero at $m=m_*$ and positive everywhere else. The minimiser is therefore unique, and the minimum is the first term on the right.

Q: That energy equals $-\tfrac12\,m_*\cdot F$. I would expect the same factor one half in $V$.

A: The half disappears on differentiation, because the dipoles change too. Let $G_k=\mathrm{tr}(XW_k)$ be the field of the density change. The field is affine in $D$, so $F(D+tX)=F(D)+tG$. Writing $F$ for $F(D)$, we get

$$E(D+tX)=-\tfrac12\,F\cdot A^{-1}F-\tfrac t2\left(F\cdot A^{-1}G+G\cdot A^{-1}F\right)-\tfrac{t^2}{2}\,G\cdot A^{-1}G.$$

The inverse $A^{-1}$ is symmetric, so the two cross terms are equal and add up to $-t\,m_*\cdot G$. On the other side, $\mathrm{tr}(XV)=-\sum_k m_{*k}\,\mathrm{tr}(XW_k)=-m_*\cdot G$. Hence

$$E(D+tX)=E(D)+t\,\mathrm{tr}(XV)-\tfrac{t^2}{2}\,G\cdot A^{-1}G,$$

and the derivative at $t=0$ is $\mathrm{tr}(XV)$, with the full dipoles in $V$.

Q: Show me numbers.

A: Take two dipole components and two orbitals, in arbitrary units:

$$A=\begin{pmatrix}2&-1\\-1&2\end{pmatrix},\quad A^{-1}=\tfrac13\begin{pmatrix}2&1\\1&2\end{pmatrix},\quad W_1=\mathrm{diag}(1,0),\quad W_2=\mathrm{diag}(0,1).$$

With $f=(2,-1)$ and $D=\mathrm{diag}(1,1)$, the field is $F=(3,0)$. The dipoles are $m=(2,1)$, the energy is $-3$, and $V=\mathrm{diag}(-2,-1)$.

Now move one electron from the second orbital to the first, so $X=\mathrm{diag}(1,-1)$. The linear estimate is $-3+\mathrm{tr}(XV)=-4$. The new field is $(4,-1)$, and the relaxed energy is $-\tfrac12\cdot\tfrac{26}{3}=-\tfrac{13}{3}$. The difference of $-\tfrac13$ is the quadratic term, since $G=(1,-1)$ gives $\tfrac12\,G\cdot A^{-1}G=\tfrac13$.

Q: I accept the algebra. My doubt is whether the Lean statement is about the same thing. What are its index sets?

A: There are two finite types. An element of `κ` labels one dipole component, so three Cartesian components at each of $N$ sites give $3N$ elements. An element of `n` labels a basis function.

```lean
import Mathlib

open Matrix

namespace PolarisableEmbedding

noncomputable section

variable {κ n : Type*} [Fintype κ] [Fintype n]
```

The field of the electrons is a function on `κ`.

```lean
/-- The field components `tr(D W_k)` produced by the density matrix `D` at the
polarisable sites. -/
def electronField (W : κ → Matrix n n ℝ) (D : Matrix n n ℝ) : κ → ℝ :=
  fun k => trace (D * W k)
```

The sign of the electron charge is contained in `W`, and `D` must be normalised so that the trace gives the field of all the electrons. Here `D` is a density matrix and not a displacement field, and `F` will be a field and not a Fock matrix.

Q: In a dielectric, "total field" would include the field of the other induced dipoles.

A: In this code it doesn't. `totalField` is the fixed field, for example from nuclei and permanent charges, plus the field of the electrons. The dipoles act on each other through the off-diagonal part of `A`, and including their field here would count it twice.

```lean
/-- The total field `F_k(D) = f_k + tr(D W_k)`: a fixed external part plus the field of
the electrons. -/
def totalField (f : κ → ℝ) (W : κ → Matrix n n ℝ) (D : Matrix n n ℝ) : κ → ℝ :=
  fun k => f k + electronField W D k
```

The energy of arbitrary dipoles is then the expression we minimised. The symbol `⬝ᵥ` is the dot product and `*ᵥ` applies a matrix to a vector.

```lean
/-- The energy `m·Am/2 - m·F` of dipoles `m` in the field `F`. -/
def polEnergy (A : Matrix κ κ ℝ) (F m : κ → ℝ) : ℝ :=
  (m ⬝ᵥ A *ᵥ m) / 2 - m ⬝ᵥ F
```

Q: Is the relaxed energy simply defined by the closed formula? Then the minimum would be a matter of naming.

A: It is defined as the infimum over all dipole vectors, and the closed formula has to be proved.

```lean
/-- The polarisation energy relaxed over all dipoles, for positive definite `A`. -/
def relaxedEnergy (A : Matrix κ κ ℝ) (F : κ → ℝ) : ℝ :=
  ⨅ m, polEnergy A F m
```

Lean assigns the value 0 to the infimum of a real set that is unbounded below, so this definition carries the physical meaning only when the energy is bounded below, as positive definiteness ensures.

The operator takes any dipoles as input. The induced ones are inserted later.

```lean
/-- The one-electron operator `V = -∑ m_k W_k` of dipoles `m` acting on the electrons. -/
def embeddingOperator (W : κ → Matrix n n ℝ) (m : κ → ℝ) : Matrix n n ℝ :=
  -∑ k, m k • W k
```

Q: Where does Lean learn that this matrix represents the interaction with the dipoles?

A: From the next lemma, which is the identity $\mathrm{tr}(XV)=-m\cdot G$. The `simp only` call moves the minus sign, the sum and the scalars through the trace.

```lean
/-- The interaction of a density change `X` with the dipoles `m` is minus the dipoles
times the field of `X`. -/
theorem trace_mul_embeddingOperator (W : κ → Matrix n n ℝ) (m : κ → ℝ)
    (X : Matrix n n ℝ) :
    trace (X * embeddingOperator W m) = -(m ⬝ᵥ electronField W X) := by
  simp only [embeddingOperator, electronField, dotProduct, Matrix.mul_neg,
    Matrix.mul_sum, Matrix.trace_neg, Matrix.trace_sum, Matrix.mul_smul,
    Matrix.trace_smul, smul_eq_mul]
```

The second ingredient is the affine dependence $F(D+tX)=F(D)+tG$, checked component by component.

```lean
omit [Fintype κ] in
/-- The total field is affine in the density matrix. -/
theorem totalField_line (f : κ → ℝ) (W : κ → Matrix n n ℝ) (D X : Matrix n n ℝ) (t : ℝ) :
    totalField f W (D + t • X) = totalField f W D + t • electronField W X := by
  ext k
  simp only [totalField, electronField, Pi.add_apply, Pi.smul_apply, smul_eq_mul,
    Matrix.add_mul, Matrix.smul_mul, Matrix.trace_add, Matrix.trace_smul]
  ring
```

Q: Your derivation used the symmetry of $A$ twice, but I see no symmetry hypothesis.

A: It is part of `A.PosDef`, which for a real matrix means symmetric with a positive quadratic form on nonzero vectors. The lemma below extracts `Aᵀ = A` and concludes $x\cdot Ay=y\cdot Ax$. Physically this is reciprocity: two sets of dipoles have the same coupling energy in either order.

```lean
/-- A symmetric positive definite coupling acts reciprocally between two sets of
dipoles. -/
theorem coupling_comm {A : Matrix κ κ ℝ} (hA : A.PosDef) (x y : κ → ℝ) :
    x ⬝ᵥ A *ᵥ y = y ⬝ᵥ A *ᵥ x := by
  have h : Aᵀ = A := by
    rw [← Matrix.conjTranspose_eq_transpose_of_trivial]
    exact hA.isHermitian
  rw [Matrix.dotProduct_mulVec, dotProduct_comm, ← Matrix.mulVec_transpose, h]
```

The induced dipoles are now defined as $A^{-1}F$.

```lean
variable [DecidableEq κ]

/-- The induced dipoles `m = A⁻¹F`, for invertible `A`. -/
def inducedDipole (A : Matrix κ κ ℝ) (F : κ → ℝ) : κ → ℝ :=
  A⁻¹ *ᵥ F
```

Q: And completing the square?

A: It follows the derivation above. The step `hs` is $Am_*=F$, where invertibility comes from the positive determinant of a positive definite matrix. Reciprocity supplies $m_*\cdot Am=m\cdot F$ as `h1`. After expansion, `linear_combination` adds up the remaining terms.

```lean
/-- For positive definite `A`, the energy of arbitrary dipoles is `-F·A⁻¹F/2` plus a
quadratic form in their deviation from the induced dipoles. -/
theorem polEnergy_complete_square {A : Matrix κ κ ℝ} (hA : A.PosDef) (F m : κ → ℝ) :
    polEnergy A F m = -(F ⬝ᵥ A⁻¹ *ᵥ F) / 2 +
      ((m - inducedDipole A F) ⬝ᵥ A *ᵥ (m - inducedDipole A F)) / 2 := by
  -- the induced dipoles solve the linear response equation
  have hs : A *ᵥ (A⁻¹ *ᵥ F) = F := by
    rw [Matrix.mulVec_mulVec, Matrix.mul_nonsing_inv A hA.det_pos.ne'.isUnit,
      Matrix.one_mulVec]
  have h1 := coupling_comm hA (A⁻¹ *ᵥ F) m
  rw [hs] at h1
  have h2 := dotProduct_comm (A⁻¹ *ᵥ F) F
  simp only [polEnergy, inducedDipole, Matrix.mulVec_sub, dotProduct_sub,
    sub_dotProduct, hs]
  linear_combination h1 / 2 - h2 / 2
```

Uniqueness follows. For any $m\neq m_*$ the deviation is nonzero, so its quadratic form is positive, and that is `hpos`.

```lean
/-- For positive definite `A`, the induced dipoles have energy `-F·A⁻¹F/2`, and all other
dipoles have strictly higher energy. -/
theorem inducedDipole_unique_min {A : Matrix κ κ ℝ} (hA : A.PosDef) (F : κ → ℝ) :
    polEnergy A F (inducedDipole A F) = -(F ⬝ᵥ A⁻¹ *ᵥ F) / 2 ∧
      ∀ m, m ≠ inducedDipole A F →
        polEnergy A F (inducedDipole A F) < polEnergy A F m := by
  have h0 : polEnergy A F (inducedDipole A F) = -(F ⬝ᵥ A⁻¹ *ᵥ F) / 2 := by
    rw [polEnergy_complete_square hA, sub_self, zero_dotProduct, zero_div, add_zero]
  refine ⟨h0, fun m hm => ?_⟩
  have hpos := hA.dotProduct_mulVec_pos (sub_ne_zero.mpr hm)
  rw [star_trivial] at hpos
  rw [h0, polEnergy_complete_square hA F m]
  linarith
```

To connect this with the infimum, the next proof shows that $-\tfrac12F\cdot A^{-1}F$ is the least element of the set of all energies. It is attained at the induced dipoles, and no other dipoles go below it.

```lean
/-- For positive definite `A`, the relaxed polarisation energy is `-F·A⁻¹F/2`. -/
theorem relaxedEnergy_eq {A : Matrix κ κ ℝ} (hA : A.PosDef) (F : κ → ℝ) :
    relaxedEnergy A F = -(F ⬝ᵥ A⁻¹ *ᵥ F) / 2 := by
  obtain ⟨h0, hlt⟩ := inducedDipole_unique_min hA F
  have h : IsLeast (Set.range (polEnergy A F)) (-(F ⬝ᵥ A⁻¹ *ᵥ F) / 2) := by
    refine ⟨⟨inducedDipole A F, h0⟩, ?_⟩
    rintro _ ⟨m, rfl⟩
    rw [← h0]
    by_cases hm : m = inducedDipole A F
    · rw [hm]
    · exact (hlt m hm).le
  exact h.csInf_eq
```

Q: The minimum was proved for an arbitrary field `F`. Where does the density matrix enter?

A: In the exact expansion in $t$. The proof replaces both relaxed energies by the closed formula, inserts the affine field and expands. Reciprocity is now applied to $A^{-1}$, through `hA.inv`, and merges the two cross terms. This is the step where the factor one half disappears.

```lean
/-- For positive definite `A`, the relaxed energy along a density change `t X` is exactly its value
at `D` plus a linear term from the embedding operator and a term in `t ^ 2` from the response of the
dipoles to the field of `X`. -/
theorem relaxedEnergy_expansion {A : Matrix κ κ ℝ} (hA : A.PosDef) (f : κ → ℝ)
    (W : κ → Matrix n n ℝ) (D X : Matrix n n ℝ) (t : ℝ) :
    relaxedEnergy A (totalField f W (D + t • X)) =
      relaxedEnergy A (totalField f W D)
        + t * trace (X * embeddingOperator W (inducedDipole A (totalField f W D)))
        - t ^ 2 * (electronField W X ⬝ᵥ A⁻¹ *ᵥ electronField W X) / 2 := by
  rw [relaxedEnergy_eq hA, relaxedEnergy_eq hA, trace_mul_embeddingOperator,
    totalField_line]
  -- reciprocity of the response matrix merges the two cross terms
  have h1 := coupling_comm hA.inv (electronField W X) (totalField f W D)
  have h2 := dotProduct_comm (A⁻¹ *ᵥ totalField f W D) (electronField W X)
  simp only [inducedDipole, Matrix.mulVec_add, Matrix.mulVec_smul, dotProduct_add,
    add_dotProduct, smul_dotProduct, dotProduct_smul, smul_eq_mul]
  linear_combination t * h2 + t / 2 * h1
```

Q: `D` and `X` are arbitrary real matrices. A density matrix is symmetric, and for a single determinant in an orthonormal spin-orbital basis it is idempotent as well.

A: The theorems hold for every real `D` and `X`, so the physical ones are included. Along the straight line $D+tX$ the intermediate matrices may fail to be idempotent, but the polarisation energy is still defined there. Complex density matrices are outside the Lean statements.

The derivative is stated with `HasDerivAt`, at $t=0$, for the function $t\mapsto E(D+tX)$. The proof rewrites this function by the expansion and names its two coefficients `c` and `q`. It then differentiates: the linear term gives `c`, and the quadratic term gives zero.

```lean
/-- For positive definite `A`, the derivative of the relaxed polarisation energy along a
density change `X` is `tr(X V)`, with `V = -∑ m_k W_k` and `m = A⁻¹F(D)`. -/
theorem hasDerivAt_relaxedEnergy {A : Matrix κ κ ℝ} (hA : A.PosDef) (f : κ → ℝ)
    (W : κ → Matrix n n ℝ) (D X : Matrix n n ℝ) :
    HasDerivAt (fun t : ℝ => relaxedEnergy A (totalField f W (D + t • X)))
      (trace (X * embeddingOperator W (inducedDipole A (totalField f W D)))) 0 := by
  simp only [relaxedEnergy_expansion hA f W D X]
  generalize trace (X * embeddingOperator W (inducedDipole A (totalField f W D))) = c
  generalize electronField W X ⬝ᵥ A⁻¹ *ᵥ electronField W X = q
  have h1 : HasDerivAt (fun t : ℝ => t * c) c 0 := hasDerivAt_mul_const c
  -- the quadratic term has zero derivative at `t = 0`
  have h2 : HasDerivAt (fun t : ℝ => t ^ 2 * q / 2) 0 0 :=
    (((hasDerivAt_pow 2 (0 : ℝ)).mul_const q).div_const 2).congr_deriv (by simp)
  exact ((h1.const_add _).fun_sub h2).congr_deriv (sub_zero c)
```

Q: That concerns infinitesimal changes. In an excitation the density changes by a finite amount.

A: Set $t=1$ in the expansion. The term left out by the linear estimate is $-\tfrac12\,G\cdot A^{-1}G$, which is never positive. The linearised energy is therefore an upper bound for every `X`, and it is exact precisely when $G=0$, that is, when the density change produces no field at the sites.

There is a physical reading. With the dipoles frozen at their old values $m$, the new energy is

$$\tfrac12\,m\cdot Am-m\cdot(F+G)=E(D)-m\cdot G,$$

which is the linearised energy. Frozen dipoles are one trial choice in the new minimisation, so they can't give less than the minimum. For an excitation with a given density change, in this linear model, keeping the ground-state dipoles thus never puts the polarisation energy of the final state too low: it can only miss some of the stabilisation.

The Lean proof takes the expansion at $t=1$ and separates two cases. If the field of `X` vanishes, the quadratic term is zero and equality holds. Otherwise the positive definiteness of $A^{-1}$ makes the inequality strict, which rules equality out.

```lean
/-- For positive definite `A`, the energy linearised with the embedding operator bounds
the relaxed energy from above for every density change `X`, with equality exactly when
`X` produces no field at the polarisable sites. -/
theorem relaxedEnergy_le_linearised {A : Matrix κ κ ℝ} (hA : A.PosDef) (f : κ → ℝ)
    (W : κ → Matrix n n ℝ) (D X : Matrix n n ℝ) :
    relaxedEnergy A (totalField f W (D + X)) ≤ relaxedEnergy A (totalField f W D)
        + trace (X * embeddingOperator W (inducedDipole A (totalField f W D))) ∧
      (relaxedEnergy A (totalField f W (D + X)) = relaxedEnergy A (totalField f W D)
        + trace (X * embeddingOperator W (inducedDipole A (totalField f W D))) ↔
        electronField W X = 0) := by
  have e := relaxedEnergy_expansion hA f W D X 1
  simp only [one_smul, one_mul, one_pow] at e
  by_cases hG : electronField W X = 0
  · rw [hG, zero_dotProduct, zero_div, sub_zero] at e
    exact ⟨e.le, fun _ => hG, fun _ => e⟩
  · have hpos := hA.inv.dotProduct_mulVec_pos hG
    rw [star_trivial] at hpos
    exact ⟨by linarith, fun h => by linarith, fun h => absurd h hG⟩

end

end PolarisableEmbedding
```

```lean
#print axioms PolarisableEmbedding.hasDerivAt_relaxedEnergy
#print axioms PolarisableEmbedding.relaxedEnergy_le_linearised
```

```
'PolarisableEmbedding.hasDerivAt_relaxedEnergy' depends on axioms: [propext, Classical.choice, Quot.sound]
'PolarisableEmbedding.relaxedEnergy_le_linearised' depends on axioms: [propext, Classical.choice, Quot.sound]
```

Q: Then what remains between this and a chromophore in a real solvent?

A: Several things. The model leaves out, for example, exchange repulsion and dispersion between the molecule and the solvent, and the motion of the solvent molecules. It also assumes that the solvent responds as linear dipoles, with an `A` that stays the same when the density changes. That is a statement about the material, and no hypothesis on matrices can supply it. Hyperpolarisable sites, or charge flowing between the molecule and its surroundings, would call for a different energy function.

Q: And in a self-consistent calculation, $V$ itself depends on $D$.

A: Yes, through $m=A^{-1}F(D)$. At each iteration one solves $Am=F(D)$ for the current density and builds $V$ from the result. The derivative theorem says that this $V$ is the gradient of the relaxed polarisation energy at that density. Whether the iterations converge is a separate question, which also involves the energy of the molecule itself.
